# For a spin-½ particle, \(L^2v=l(l+1)v\) and \((\sigma\cdot L+1)v=-\kappa v\) with \(v\neq0\) force \(\kappa=l\) or \(\kappa=-(l+1)\)

If \(l\) and \(\kappa\) were independent labels, a spinor could be assigned \(l=1\) and \(\kappa=2\). The first label says that \(L^2\) has the value \(l(l+1)=2\), while the second, as shown below, says \(\kappa(\kappa+1)=6\). A centrifugal term would then depend on which label was used to compute it. The theorem excludes such pairs. It applies to the two-component angular parts of Dirac orbitals for one electron in a central field, which relativistic atomic calculations label by \(\kappa\). In the standard representation, the upper part of an orbital labelled \(\kappa\) satisfies the second equation of the title as written, and the lower part satisfies it with \(-\kappa\) in place of \(\kappa\), so the two parts have different values of \(l\).

## The operators and their relations

In Lean 4 with Mathlib:

```lean
import Mathlib

open Complex (I)
open scoped Matrix

namespace KappaOperator

noncomputable section

section Algebra

variable {A : Type*} [Ring A] [Algebra ℂ A]
```

`A` is a complex algebra whose elements need not commute. They play the role of operators.

```lean
/-- An angular momentum triple `L`, with `[Lx, Ly] = i Lz` cyclically, and a Pauli triple `σ`,
with `σi² = 1` and `σx σy = i σz` cyclically, such that every `Li` commutes with every `σj`. -/
structure SpinOrbit (L σ : Fin 3 → A) : Prop where
  Lxy : L 0 * L 1 - L 1 * L 0 = I • L 2
  Lyz : L 1 * L 2 - L 2 * L 1 = I • L 0
  Lzx : L 2 * L 0 - L 0 * L 2 = I • L 1
  sq : ∀ i, σ i * σ i = 1
  sxy : σ 0 * σ 1 = I • σ 2
  syz : σ 1 * σ 2 = I • σ 0
  szx : σ 2 * σ 0 = I • σ 1
  comm : ∀ i j, L i * σ j = σ j * L i
```

`SpinOrbit L σ` collects the assumptions. The indices 0, 1, 2 stand for \(x,y,z\), `I •` is multiplication by \(i\), and \(\hbar=1\). The components of \(L\) obey \([L_x,L_y]=iL_z\) and its cyclic forms. The Pauli relations \(\sigma_i^2=1\) and \(\sigma_x\sigma_y=i\sigma_z\), with cyclic forms, express spin ½. The last field says that orbital and spin operators commute, since they act on different degrees of freedom.

```lean
/-- The squared angular momentum `L² = Lx² + Ly² + Lz²`. -/
def lSq (L : Fin 3 → A) : A := L 0 * L 0 + L 1 * L 1 + L 2 * L 2
```

This is \(L^2=L_x^2+L_y^2+L_z^2\).

```lean
/-- The spin-orbit operator `σ·L`. -/
def sigmaDotL (L σ : Fin 3 → A) : A := σ 0 * L 0 + σ 1 * L 1 + σ 2 * L 2
```

This is \(\sigma\cdot L\), the angular factor of spin-orbit coupling.

```lean
/-- The operator `K = σ·L + 1`. -/
def kappaOp (L σ : Fin 3 → A) : A := sigmaDotL L σ + 1
```

This is \(K=\sigma\cdot L+1\). It acts on two-component spinors; the Dirac matrix \(\beta\) of the four-component operator is absent.

## \(L^2\) as a polynomial in \(K\)

```lean
/-- If `a² = 1` and `a b = i c`, then `a c = -i b`. -/
theorem pauli_reverse {a b c : A} (ha : a * a = 1) (hab : a * b = I • c) :
    a * c = -(I • b) := by
  have h : b = I • (a * c) := by
    rw [← mul_smul_comm, ← hab, ← mul_assoc, ha, one_mul]
  rw [h, smul_smul, Complex.I_mul_I, neg_one_smul, neg_neg]
```

Multiplying \(ab=ic\) on the left by \(a\) gives \(b=i\,ac\), hence \(ac=-ib\). This supplies the reversed products, such as \(\sigma_y\sigma_x=-i\sigma_z\), from the cyclic ones.

```lean
/-- The square of the spin-orbit operator: `(σ·L)² = L² - σ·L`. -/
theorem sigmaDotL_sq {L σ : Fin 3 → A} (h : SpinOrbit L σ) :
    sigmaDotL L σ * sigmaDotL L σ = lSq L - sigmaDotL L σ := by
  -- move the spin factors to the left
  have key : ∀ a b, σ a * L a * (σ b * L b) = σ a * σ b * (L a * L b) := by
    intro a b
    calc σ a * L a * (σ b * L b) = σ a * (L a * σ b) * L b := by simp only [mul_assoc]
      _ = σ a * (σ b * L a) * L b := by rw [h.comm]
      _ = σ a * σ b * (L a * L b) := by simp only [mul_assoc]
  have diag : ∀ a, σ a * L a * (σ a * L a) = L a * L a := by
    intro a
    rw [key a a, h.sq, one_mul]
  -- each pair of cross terms collapses to a commutator of `L`
  have pair : ∀ a b c, σ a * σ b = I • σ c → σ b * σ a = -(I • σ c) →
      L a * L b - L b * L a = I • L c →
      σ a * L a * (σ b * L b) + σ b * L b * (σ a * L a) = -(σ c * L c) := by
    intro a b c h1 h2 h3
    calc σ a * L a * (σ b * L b) + σ b * L b * (σ a * L a)
        = (I • σ c) * (L a * L b) + -(I • σ c) * (L b * L a) := by
          rw [key a b, key b a, h1, h2]
      _ = (I • σ c) * (L a * L b - L b * L a) := by
          rw [mul_sub, neg_mul, sub_eq_add_neg]
      _ = -(σ c * L c) := by
          rw [h3, smul_mul_assoc, mul_smul_comm, smul_smul, Complex.I_mul_I, neg_one_smul]
  have p01 := pair 0 1 2 h.sxy (pauli_reverse (h.sq 1) h.syz) h.Lxy
  have p12 := pair 1 2 0 h.syz (pauli_reverse (h.sq 2) h.szx) h.Lyz
  have p20 := pair 2 0 1 h.szx (pauli_reverse (h.sq 0) h.sxy) h.Lzx
  have expand : ∀ x y z : A, (x + y + z) * (x + y + z)
      = x * x + y * y + z * z + (x * y + y * x) + (y * z + z * y) + (z * x + x * z) := by
    intro x y z
    noncomm_ring
  unfold sigmaDotL lSq
  rw [expand, diag 0, diag 1, diag 2, p01, p12, p20]
  abel
```

Expand \((\sigma\cdot L)^2\) and move the spin factors to the left, as `key` does. The diagonal terms are \(\sigma_a^2L_a^2=L_a^2\), and they add up to \(L^2\). For \((a,b,c)\) cyclic, each pair of cross terms gives

\[
\sigma_a\sigma_bL_aL_b+\sigma_b\sigma_aL_bL_a
=i\sigma_c[L_a,L_b]=i\sigma_c\,(iL_c)=-\sigma_cL_c .
\]

The three pairs add up to \(-\sigma\cdot L\), so \((\sigma\cdot L)^2=L^2-\sigma\cdot L\). In the code, `diag` and `pair` are these two computations, and `expand` multiplies out the square without reordering factors.

```lean
/-- The squared angular momentum is a polynomial in `K`: `L² = K² - K`. -/
theorem lSq_eq_kappaOp {L σ : Fin 3 → A} (h : SpinOrbit L σ) :
    lSq L = kappaOp L σ * kappaOp L σ - kappaOp L σ := by
  have e : ∀ S : A, (S + 1) * (S + 1) - (S + 1) = S * S + S := by
    intro S
    noncomm_ring
  unfold kappaOp
  rw [e, sigmaDotL_sq h]
  abel

end Algebra
```

With \(S=\sigma\cdot L\),

\[
K^2-K=(S+1)^2-(S+1)=S^2+S=L^2 .
\]

## The two values of \(\kappa\)

```lean
section Eigenvectors

variable {V : Type*} [AddCommGroup V] [Module ℂ V] {L σ : Fin 3 → Module.End ℂ V}

/-- If `K v = -κ v`, then `L² v = κ(κ+1) v`. -/
theorem lSq_of_kappa (h : SpinOrbit L σ) {v : V} {κ : ℂ}
    (hK : kappaOp L σ v = (-κ) • v) : lSq L v = (κ * (κ + 1)) • v := by
  have e : (kappaOp L σ * kappaOp L σ - kappaOp L σ) v
      = kappaOp L σ (kappaOp L σ v) - kappaOp L σ v := rfl
  rw [lSq_eq_kappaOp h, e, hK, map_smul, hK]
  module
```

The operators are now linear maps on a complex vector space \(V\), and their product is composition. Neither a finite dimension nor an inner product is assumed, but every operator must be defined on all of \(V\). For differential operators, \(V\) would be a space of functions that they map into itself.

If \(Kv=-\kappa v\), then \(K^2v=\kappa^2v\), so

\[
L^2v=K^2v-Kv=\kappa^2v+\kappa v=\kappa(\kappa+1)v .
\]

The tactic `module` does the final collection of scalar coefficients.

```lean
/-- If a nonzero vector satisfies `L² v = l(l+1) v` and `(σ·L + 1) v = -κ v`,
then `κ = l` or `κ = -(l+1)`. -/
theorem kappa_eq_or (h : SpinOrbit L σ) {v : V} (hv : v ≠ 0) {l κ : ℂ}
    (hL : lSq L v = (l * (l + 1)) • v) (hK : kappaOp L σ v = (-κ) • v) :
    κ = l ∨ κ = -(l + 1) := by
  have h1 := lSq_of_kappa h hK
  -- compare the two values of `L² v`
  have h2 : (κ * (κ + 1) - l * (l + 1)) • v = 0 := by
    rw [sub_smul, ← h1, ← hL, sub_self]
  have h3 : κ * (κ + 1) - l * (l + 1) = 0 := (smul_eq_zero.mp h2).resolve_right hv
  have h4 : (κ - l) * (κ + (l + 1)) = 0 := by linear_combination h3
  rcases mul_eq_zero.mp h4 with h5 | h5
  · left
    linear_combination h5
  · right
    linear_combination h5
```

This is the main theorem, with \(l\) and \(\kappa\) arbitrary complex numbers. Comparing the two expressions for \(L^2v\) gives \([\kappa(\kappa+1)-l(l+1)]v=0\). Since \(v\neq0\), the bracket vanishes, and it factorises:

\[
(\kappa-l)(\kappa+l+1)=0 .
\]

One factor must be zero. The steps `h2`, `h3` and `h4` are these three statements, and `rcases` treats the two factors separately. The total angular momentum \(j\) does not enter the file; in the usual labelling, \(\kappa=l\) belongs to \(j=l-\tfrac12\) (for \(l\geq1\)) and \(\kappa=-(l+1)\) to \(j=l+\tfrac12\).

```lean
/-- If `L² v = l(l+1) v`, then `u = (l+1) v - K v` obeys `K u = -l u`
and `w = K v + l v` obeys `K w = (l+1) w`. -/
theorem kappa_branches (h : SpinOrbit L σ) {v : V} {l : ℂ}
    (hL : lSq L v = (l * (l + 1)) • v) :
    kappaOp L σ ((l + 1) • v - kappaOp L σ v) = (-l) • ((l + 1) • v - kappaOp L σ v) ∧
    kappaOp L σ (kappaOp L σ v + l • v) = (l + 1) • (kappaOp L σ v + l • v) := by
  have e : kappaOp L σ (kappaOp L σ v) - kappaOp L σ v = (l * (l + 1)) • v := by
    rw [← hL, lSq_eq_kappaOp h]
    rfl
  have e' : kappaOp L σ (kappaOp L σ v) = (l * (l + 1)) • v + kappaOp L σ v :=
    sub_eq_iff_eq_add.mp e
  constructor
  · rw [map_sub, map_smul, e']
    module
  · rw [map_add, map_smul, e']
    module
```

Here only \(L^2v=l(l+1)v\) is given, so \(K^2v=l(l+1)v+Kv\). Put \(u=(l+1)v-Kv\) and \(w=Kv+lv\). Then

\[
\begin{aligned}
Ku&=(l+1)Kv-l(l+1)v-Kv=-lu,\\
Kw&=l(l+1)v+Kv+lKv=(l+1)w .
\end{aligned}
\]

These are the equations for \(\kappa=l\) and \(\kappa=-(l+1)\). Either vector may be zero.

```lean
/-- For `2l + 1 ≠ 0`, a vector obeys `L² v = l(l+1) v` exactly when it is a sum `u + w`
with `K u = -l u` and `K w = (l+1) w`. -/
theorem lSq_eigen_iff (h : SpinOrbit L σ) {l : ℂ} (hl : 2 * l + 1 ≠ 0) (v : V) :
    lSq L v = (l * (l + 1)) • v ↔
      ∃ u w : V, v = u + w ∧ kappaOp L σ u = (-l) • u ∧ kappaOp L σ w = (l + 1) • w := by
  constructor
  · intro hL
    obtain ⟨h1, h2⟩ := kappa_branches h hL
    refine ⟨(2 * l + 1)⁻¹ • ((l + 1) • v - kappaOp L σ v),
      (2 * l + 1)⁻¹ • (kappaOp L σ v + l • v), ?_, ?_, ?_⟩
    · -- the two branches add up to `(2l+1) v`
      have e : (l + 1) • v - kappaOp L σ v + (kappaOp L σ v + l • v) = (2 * l + 1) • v := by
        module
      rw [← smul_add, e, smul_smul, inv_mul_cancel₀ hl, one_smul]
    · rw [map_smul, h1]
      module
    · rw [map_smul, h2]
      module
  · rintro ⟨u, w, rfl, hu, hw⟩
    have hw' : kappaOp L σ w = (-(-(l + 1))) • w := by
      rw [neg_neg]
      exact hw
    rw [map_add, lSq_of_kappa h hu, lSq_of_kappa h hw']
    module

end Eigenvectors
```

The vectors just constructed add up to \((2l+1)v\). If \(2l+1\neq0\), as for every \(l=0,1,2,\dots\), dividing both by \(2l+1\) splits \(v\) into its two parts. Conversely, both values of \(\kappa\) give \(\kappa(\kappa+1)=l(l+1)\), so any such sum satisfies the \(L^2\) equation.

```lean
/-- For symmetric operators `L` on an inner product space and any operators `σ`, a nonzero
vector with `L² v = 0` and `(σ·L + 1) v = -κ v` has `κ = -1`. -/
theorem kappa_of_lSq_zero {E : Type*} [NormedAddCommGroup E] [InnerProductSpace ℂ E]
    {L σ : Fin 3 → Module.End ℂ E} (hsym : ∀ i, LinearMap.IsSymmetric (L i))
    {v : E} (hv : v ≠ 0) {κ : ℂ} (h0 : lSq L v = 0) (hK : kappaOp L σ v = (-κ) • v) :
    κ = -1 := by
  have e : ∀ i, RCLike.re (inner ℂ v (L i (L i v))) = ‖L i v‖ ^ 2 := by
    intro i
    rw [← hsym i v (L i v)]
    exact inner_self_eq_norm_sq (𝕜 := ℂ) _
  -- the expectation value of `L²` is a sum of squared norms
  have h1 : L 0 (L 0 v) + L 1 (L 1 v) + L 2 (L 2 v) = 0 := h0
  have h2 := congrArg (fun x => RCLike.re (inner ℂ v x)) h1
  simp only [inner_add_right, map_add, e, inner_zero_right, map_zero] at h2
  have n0 := sq_nonneg ‖L 0 v‖
  have n1 := sq_nonneg ‖L 1 v‖
  have n2 := sq_nonneg ‖L 2 v‖
  have z : ∀ x : E, ‖x‖ ^ 2 = 0 → x = 0 := fun x hx =>
    norm_eq_zero.mp ((pow_eq_zero_iff two_ne_zero).mp hx)
  have z0 : L 0 v = 0 := z _ (by linarith)
  have z1 : L 1 v = 0 := z _ (by linarith)
  have z2 : L 2 v = 0 := z _ (by linarith)
  -- every component of `L` annihilates `v`, so `K v = v`
  have hKv : kappaOp L σ v = v := by
    show σ 0 (L 0 v) + σ 1 (L 1 v) + σ 2 (L 2 v) + v = v
    rw [z0, z1, z2]
    simp
  have h3 : v = (-κ) • v := hKv.symm.trans hK
  have h4 : (κ + 1) • v = 0 :=
    calc (κ + 1) • v = v - (-κ) • v := by module
      _ = 0 := sub_eq_zero.mpr h3
  have h5 : κ + 1 = 0 := (smul_eq_zero.mp h4).resolve_right hv
  linear_combination h5
```

For \(l=0\) the main theorem leaves \(\kappa=0\) or \(\kappa=-1\). Symmetric (Hermitian) operators \(L_i\) on an inner product space leave only the second, because

\[
0=\langle v,L^2v\rangle=\sum_i\|L_iv\|^2
\]

forces every \(L_iv=0\). Then \(Kv=v\), and \(\kappa=-1\). No commutation relations are needed here.

## Both values realised for \(l=1\)

```lean
section Witness

/-- The `3 × 3` angular momentum matrices `(L_k)_{ab} = -i ε_{kab}`. -/
def lMat : Fin 3 → Matrix (Fin 3) (Fin 3) ℂ :=
  ![!![0, 0, 0; 0, 0, -I; 0, I, 0], !![0, 0, I; 0, 0, 0; -I, 0, 0],
    !![0, -I, 0; I, 0, 0; 0, 0, 0]]
```

These are the \(l=1\) matrices in the Cartesian basis \(p_x,p_y,p_z\).

```lean
/-- The Pauli matrices. -/
def pauli : Fin 3 → Matrix (Fin 2) (Fin 2) ℂ :=
  ![!![0, 1; 1, 0], !![0, -I; I, 0], !![1, 0; 0, -1]]
```

These are the usual Pauli matrices, with \(\sigma_z\) diagonal.

```lean
/-- The matrix `L_k` acting on the orbital (row) index of a `3 × 2` array of amplitudes. -/
def orbL (k : Fin 3) : Module.End ℂ (Matrix (Fin 3) (Fin 2) ℂ) where
  toFun M := lMat k * M
  map_add' _ _ := Matrix.mul_add _ _ _
  map_smul' _ _ := Matrix.mul_smul _ _ _
```

A \(p\)-shell spinor is stored as a \(3\times2\) array \(M\), with rows for the orbital and columns for the spin. \(L_k\) multiplies it from the left; the other two fields prove linearity.

```lean
/-- The Pauli matrix `σ_k` acting on the spin (column) index of a `3 × 2` array of amplitudes. -/
def spinS (k : Fin 3) : Module.End ℂ (Matrix (Fin 3) (Fin 2) ℂ) where
  toFun M := M * (pauli k)ᵀ
  map_add' _ _ := Matrix.add_mul _ _ _
  map_smul' _ _ := Matrix.smul_mul _ _ _
```

\(\sigma_k\) acts on the column index, as \(M\mapsto M\sigma_k^{T}\).

```lean
/-- The array whose `a`-th row is `σ_a` applied to the spinor `(1, 0)`. -/
def vPos : Matrix (Fin 3) (Fin 2) ℂ := !![0, 1; 0, I; 1, 0]
```

Its squared norm is 3, so the normalised state is `vPos` divided by \(\sqrt3\).

```lean
/-- The product of the orbital vector `(1, i, 0)` with the spinor `(1, 0)`. -/
def vNeg : Matrix (Fin 3) (Fin 2) ℂ := !![1, 0; I, 0; 0, 0]
```

This is \((1,i,0)\otimes{\uparrow}\), with normalised form `vNeg` divided by \(\sqrt2\).

```lean
/-- The orbital operators `orbL` and the spin operators `spinS` satisfy the
spin-orbit relations. -/
theorem spinOrbit_witness : SpinOrbit orbL spinS := by
  have hl : ∀ a b c, lMat a * lMat b - lMat b * lMat a = I • lMat c →
      orbL a * orbL b - orbL b * orbL a = I • orbL c := by
    intro a b c h
    apply LinearMap.ext
    intro M
    show lMat a * (lMat b * M) - lMat b * (lMat a * M) = I • (lMat c * M)
    rw [← Matrix.mul_assoc (lMat a) (lMat b) M, ← Matrix.mul_assoc (lMat b) (lMat a) M,
      ← Matrix.sub_mul, h, Matrix.smul_mul]
  have hp : ∀ a b c, pauli a * pauli b = I • pauli c →
      spinS a * spinS b = I • spinS c := by
    intro a b c h
    apply LinearMap.ext
    intro M
    show M * (pauli b)ᵀ * (pauli a)ᵀ = I • (M * (pauli c)ᵀ)
    rw [Matrix.mul_assoc, ← Matrix.transpose_mul, h, Matrix.transpose_smul, Matrix.mul_smul]
  have hs : ∀ k, pauli k * pauli k = 1 := by
    intro k
    ext i j
    simp only [Matrix.mul_apply, Fin.sum_univ_two]
    fin_cases k <;> fin_cases i <;> fin_cases j <;> simp [pauli]
  refine ⟨hl 0 1 2 ?_, hl 1 2 0 ?_, hl 2 0 1 ?_, ?_, hp 0 1 2 ?_, hp 1 2 0 ?_,
    hp 2 0 1 ?_, ?_⟩
  · ext i j
    simp only [Matrix.sub_apply, Matrix.smul_apply, Matrix.mul_apply, Fin.sum_univ_three]
    fin_cases i <;> fin_cases j <;> simp [lMat]
  · ext i j
    simp only [Matrix.sub_apply, Matrix.smul_apply, Matrix.mul_apply, Fin.sum_univ_three]
    fin_cases i <;> fin_cases j <;> simp [lMat]
  · ext i j
    simp only [Matrix.sub_apply, Matrix.smul_apply, Matrix.mul_apply, Fin.sum_univ_three]
    fin_cases i <;> fin_cases j <;> simp [lMat]
  · intro k
    apply LinearMap.ext
    intro M
    show M * (pauli k)ᵀ * (pauli k)ᵀ = M
    rw [Matrix.mul_assoc, ← Matrix.transpose_mul, hs, Matrix.transpose_one, Matrix.mul_one]
  · ext i j
    simp only [Matrix.smul_apply, Matrix.mul_apply, Fin.sum_univ_two]
    fin_cases i <;> fin_cases j <;> simp [pauli]
  · ext i j
    simp only [Matrix.smul_apply, Matrix.mul_apply, Fin.sum_univ_two]
    fin_cases i <;> fin_cases j <;> simp [pauli]
  · ext i j
    simp only [Matrix.smul_apply, Matrix.mul_apply, Fin.sum_univ_two]
    fin_cases i <;> fin_cases j <;> simp [pauli]
  · intro i j
    apply LinearMap.ext
    intro M
    show lMat i * (M * (pauli j)ᵀ) = lMat i * M * (pauli j)ᵀ
    exact (Matrix.mul_assoc _ _ _).symm
```

The concrete operators satisfy all the assumptions. The matrix identities are checked entry by entry. `hl` and `hp` carry the commutators and the cyclic products over to the operators, and \(\sigma_k^2=1\) follows from its matrix form `hs`. Orbital and spin operators commute because left and right matrix multiplication do.

```lean
/-- With `l = 1`, the nonzero vectors `vPos` and `vNeg` satisfy `L² v = l(l+1) v` and
`K v = -κ v` with `κ = 1` and `κ = -2` respectively. -/
theorem kappa_witness :
    (vPos ≠ 0 ∧ lSq orbL vPos = ((1 : ℂ) * (1 + 1)) • vPos ∧
      kappaOp orbL spinS vPos = (-(1 : ℂ)) • vPos) ∧
    (vNeg ≠ 0 ∧ lSq orbL vNeg = ((1 : ℂ) * (1 + 1)) • vNeg ∧
      kappaOp orbL spinS vNeg = (-(-2 : ℂ)) • vNeg) := by
  have hK : ∀ M, kappaOp orbL spinS M = lMat 0 * M * (pauli 0)ᵀ + lMat 1 * M * (pauli 1)ᵀ
      + lMat 2 * M * (pauli 2)ᵀ + M := fun _ => rfl
  have hPos : kappaOp orbL spinS vPos = (-(1 : ℂ)) • vPos := by
    rw [hK]
    ext i j
    simp only [Matrix.add_apply, Matrix.smul_apply, Matrix.mul_apply, Matrix.transpose_apply,
      Fin.sum_univ_three, Fin.sum_univ_two]
    fin_cases i <;> fin_cases j <;> simp [lMat, pauli, vPos]
  have hNeg : kappaOp orbL spinS vNeg = (-(-2 : ℂ)) • vNeg := by
    rw [hK]
    ext i j
    simp only [Matrix.add_apply, Matrix.smul_apply, Matrix.mul_apply, Matrix.transpose_apply,
      Fin.sum_univ_three, Fin.sum_univ_two]
    fin_cases i <;> fin_cases j <;> simp [lMat, pauli, vNeg, Complex.ext_iff] <;> norm_num
  refine ⟨⟨?_, lSq_of_kappa spinOrbit_witness hPos, hPos⟩, ?_, ?_, hNeg⟩
  · intro h
    have h1 : vPos 2 0 = 0 := by rw [h]; rfl
    simp [vPos] at h1
  · intro h
    have h1 : vNeg 0 0 = 0 := by rw [h]; rfl
    simp [vNeg] at h1
  · rw [lSq_of_kappa spinOrbit_witness hNeg,
      show (-2 : ℂ) * (-2 + 1) = 1 * (1 + 1) by norm_num]

end Witness

end

end KappaOperator
```

`hPos` and `hNeg` verify the \(K\) equations entry by entry, and `lSq_of_kappa` then supplies \(L^2v=2v\) in both cases.

For `vNeg` the computation is short. Write \(p=(1,i,0)\). Then

\[
L_xp=(0,0,-1),\qquad L_yp=(0,0,-i),\qquad L_zp=p ,
\]

while \(\sigma_x{\uparrow}={\downarrow}\), \(\sigma_y{\uparrow}=i{\downarrow}\) and \(\sigma_z{\uparrow}={\uparrow}\). The \(x\) and \(y\) terms of \(\sigma\cdot L\) contribute \((0,0,-1)\otimes{\downarrow}\) and \((0,0,1)\otimes{\downarrow}\), which cancel. The \(z\) term returns the vector itself. Hence \(\sigma\cdot L\) has the value 1, \(K\) has the value 2, and \(\kappa=-2=-(l+1)\).

```lean
#print axioms KappaOperator.sigmaDotL_sq
#print axioms KappaOperator.kappa_eq_or
#print axioms KappaOperator.lSq_eigen_iff
#print axioms KappaOperator.kappa_of_lSq_zero
```

```
'KappaOperator.sigmaDotL_sq' depends on axioms: [propext, Classical.choice, Quot.sound]
'KappaOperator.kappa_eq_or' depends on axioms: [propext, Classical.choice, Quot.sound]
'KappaOperator.lSq_eigen_iff' depends on axioms: [propext, Classical.choice, Quot.sound]
'KappaOperator.kappa_of_lSq_zero' depends on axioms: [propext, Classical.choice, Quot.sound]
```
